# For two coaxial tops, the frame that removes the kinetic cross term is not restored by one full turn of top 2

## A periodic torsional basis, and a frame that ends up elsewhere

I am choosing a basis for the torsional levels of a molecule that I treat as two rigid tops on a common axis. I wanted to use $e^{im\tau}$ with integer $m$ for the torsional angle $\tau = p_2 - p_1$, times $e^{iK\chi}$ with integer $K$ for the overall rotation about the axis. Here $p_1$ and $p_2$ are the angles of the tops, $I_1$ and $I_2$ are their moments of inertia, and $\chi = (1-a)p_1 + a p_2$ is the angle of my molecular frame, with a constant weight $a$.

If I fix the frame to top 1 ($a=0$), a full turn of top 2 leaves $\chi$ alone, but the kinetic energy couples the two motions. If I choose $a$ to remove the coupling, the same turn puts every atom back in place and yet leaves the frame pointing somewhere else. Have I made a mistake, or is there a weight that gives me both? And is my basis still allowed?

## No constant weight gives both

You haven't made a mistake. For positive moments, exactly one weight separates the kinetic energy, $a = I_2/(I_1+I_2)$. It lies strictly between 0 and 1, so one turn of top 2 moves the frame by a fraction of a turn.

This matters for your basis. In the quantum version of this two-rotor model, with a potential that depends on $\tau$ only, take a product $e^{iK\chi}M(\tau)$. A full turn of top 2 sends $\chi$ to $\chi + 2\pi a$ and $\tau$ to $\tau + 2\pi$. The product must return to its value, so

$$M(\tau+2\pi) = e^{-2\pi i a K} M(\tau).$$

Integer $m$ is therefore right only when $aK$ is an integer, as it is for $K=0$. Otherwise the exponents in $\tau$ must be shifted to $m - aK$. The theorems below concern the classical kinetic energy and the angles; the boundary condition rests on the short argument just given.

### Separating the kinetic energy

Let $v_1$ and $v_2$ be the angular velocities of the tops. Since $a$ is constant, differentiation gives

$$\dot\chi = (1-a)v_1 + a v_2, \qquad \dot\tau = v_2 - v_1,$$

and solving for the old velocities gives

$$v_1 = \dot\chi - a\dot\tau, \qquad v_2 = \dot\chi + (1-a)\dot\tau.$$

Put these into $T = \tfrac12(I_1v_1^2 + I_2v_2^2)$ and collect terms:

$$T = \tfrac12(I_1+I_2)\dot\chi^2 + \big[(1-a)I_2 - aI_1\big]\dot\chi\dot\tau + \tfrac12\big[a^2I_1 + (1-a)^2I_2\big]\dot\tau^2.$$

The cross coefficient is $I_2 - a(I_1+I_2)$, which is zero exactly at $a = I_2/(I_1+I_2)$. Then $1-a = I_1/(I_1+I_2)$, and the last bracket becomes

$$\frac{I_2^2I_1 + I_1^2I_2}{(I_1+I_2)^2} = \frac{I_1I_2}{I_1+I_2},$$

the reduced moment for the torsion.

Could another weight separate $T$ in some less obvious way, with functions that are not quadratic? Suppose that $T = f(\dot\chi) + g(\dot\tau)$ for all velocities, with any functions $f$ and $g$. Write $T_{xy}$ for the energy at $\dot\chi = x$, $\dot\tau = y$. Then

$$T_{11} - T_{10} - T_{01} + T_{00} = 0,$$

because each value of $f$ and of $g$ occurs once with each sign. In the expansion above, the squared terms cancel in the same combination and the cross coefficient is left. So it must vanish, and the weight is fixed.

### Counting the turns

If top 2 makes $n$ full turns, $\chi$ changes by $2\pi na$. The frame has its old orientation exactly when this is $2\pi k$ for an integer $k$, that is, when $na = k$. In the decoupled frame $0<a<1$, so $n=1$ fails.

More turns may succeed. With $a = I_2/(I_1+I_2)$, the condition $na=k$ reads $(n-k)I_2 = kI_1$. If $n=k$, the right side must be zero, so $k=0$ and $n=0$. For nonzero $n$ we may therefore divide:

$$\frac{I_2}{I_1} = \frac{k}{n-k},$$

which is rational. Conversely, if $I_2/I_1 = r/s$ with positive integers $r$ and $s$, then $a = r/(r+s)$, and $n = r+s$ turns work. For equal tops $a = \tfrac12$, and exactly the even numbers of turns restore the frame.

### Moments 6 and 3, worked through

Take $I_1=6$ and $I_2=3$ in any consistent units. Then $a = 1/3$, the total moment is 9 and the reduced moment is 2. For $v_1=1$ and $v_2=4$, the energy is $\tfrac12(6+48)=27$. The new velocities are $\dot\chi = 2$ and $\dot\tau=3$, and the separated form gives $\tfrac12\cdot9\cdot4 + \tfrac12\cdot2\cdot9 = 18+9 = 27$.

With the frame on top 1 instead, $\dot\chi=1$ and $\dot\tau=3$, and the three terms are $4.5+9+13.5=27$, where the 9 is the cross term. One turn of top 2 moves the decoupled frame by $120^\circ$, and three turns bring it back.

### What the Lean statements say

The angles, velocities and moments are real numbers. `frameAngle a p1 p2` is $\chi$ and `torsion p1 p2` is $\tau$. The same two functions, applied to `v1` and `v2`, give $\dot\chi$ and $\dot\tau$, so the name `frameAngle` also stands for a velocity. The theorem `hasDerivAt_frame_torsion` justifies this double use for a constant weight. In the spectroscopic literature, the decoupling value of `a` is commonly written $\rho$.

`kinetic` is $T$. `Decoupled I1 I2 a` says that some real functions `f` and `g`, with no smoothness required, split the kinetic energy for all velocities. It says nothing about the potential energy. `SameOrientation x y` says that `y - x` is $2\pi$ times an integer. Angles are thus followed continuously along the real line, and orientations are compared only at the end.

The main theorem, `decoupled_frame_not_single_valued`, assumes `0 < I1` and `0 < I2`, meaning that both tops have mass off the axis. For every real `a` it states two things:

- `Decoupled I1 I2 a` holds exactly when `a = I2 / (I1 + I2)`.
- If it holds, then for all starting angles a full turn of top 2 changes the frame orientation.

Two further theorems start from a decoupled frame. `some_turns_restore_iff` says that there is some nonzero integer number of turns, in either direction, that restores the frame exactly when $I_2/I_1$ is rational. `equal_tops_restore_iff_even` treats two equal moments.

The step to a real molecule that these hypotheses leave open is the reduction to two rigid bodies turning about one shared axis with constant moments. End-over-end rotation, a top axis tilted from the principal axis, and vibrations that change the moments all lie beyond that reduction. Within the two-body model, the theorems cover only frames with a constant weight, not those whose weight varies with $\tau$. A turn here means $2\pi$, not the $2\pi/3$ that permutes the hydrogens of a methyl group.

```lean
import Mathlib

open Real

namespace InternalRotationFrame

noncomputable section

/-- The angle of the molecular frame, a weighted mean of the angles of two coaxial tops
with weight `a` on top 2. The same formula gives the frame velocity from the top velocities. -/
def frameAngle (a p1 p2 : ℝ) : ℝ := (1 - a) * p1 + a * p2

/-- The torsional angle of top 2 relative to top 1. The same formula gives the torsional
velocity. -/
def torsion (p1 p2 : ℝ) : ℝ := p2 - p1

/-- The kinetic energy of two coaxial tops with moments of inertia `I1`, `I2` and angular
velocities `v1`, `v2`. -/
def kinetic (I1 I2 v1 v2 : ℝ) : ℝ := (I1 * v1 ^ 2 + I2 * v2 ^ 2) / 2

/-- The frame with weight `a` decouples the motion: the kinetic energy is a function of the
frame velocity plus a function of the torsional velocity. -/
def Decoupled (I1 I2 a : ℝ) : Prop :=
  ∃ f g : ℝ → ℝ, ∀ v1 v2 : ℝ,
    kinetic I1 I2 v1 v2 = f (frameAngle a v1 v2) + g (torsion v1 v2)

/-- Two angles describe the same orientation if they differ by a multiple of `2π`. -/
def SameOrientation (x y : ℝ) : Prop := ∃ k : ℤ, y - x = 2 * π * k

/-- Along a motion of the tops, the frame angle and the torsion change at the rates given by
the same linear formulas applied to the angular velocities. -/
theorem hasDerivAt_frame_torsion (a : ℝ) {p1 p2 : ℝ → ℝ} {v1 v2 t : ℝ}
    (h1 : HasDerivAt p1 v1 t) (h2 : HasDerivAt p2 v2 t) :
    HasDerivAt (fun s => frameAngle a (p1 s) (p2 s)) (frameAngle a v1 v2) t ∧
      HasDerivAt (fun s => torsion (p1 s) (p2 s)) (torsion v1 v2) t :=
  ⟨(h1.const_mul (1 - a)).fun_add (h2.const_mul a), h2.fun_sub h1⟩

/-- The kinetic energy in frame and torsional velocities, for any weight `a`; the cross term
has the coefficient `(1 - a) I2 - a I1`. -/
theorem kinetic_expansion (I1 I2 a v1 v2 : ℝ) :
    kinetic I1 I2 v1 v2 =
      (I1 + I2) / 2 * frameAngle a v1 v2 ^ 2
        + ((1 - a) * I2 - a * I1) * (frameAngle a v1 v2 * torsion v1 v2)
        + (a ^ 2 * I1 + (1 - a) ^ 2 * I2) / 2 * torsion v1 v2 ^ 2 := by
  unfold kinetic frameAngle torsion
  ring

/-- For positive moments and the weight `I2 / (I1 + I2)`, the kinetic energy is that of an
overall rotation with moment `I1 + I2` and a torsion with moment `I1 I2 / (I1 + I2)`. -/
theorem kinetic_separated {I1 I2 : ℝ} (h1 : 0 < I1) (h2 : 0 < I2) (v1 v2 : ℝ) :
    kinetic I1 I2 v1 v2 =
      (I1 + I2) / 2 * frameAngle (I2 / (I1 + I2)) v1 v2 ^ 2
        + I1 * I2 / (I1 + I2) / 2 * torsion v1 v2 ^ 2 := by
  have hs : I1 + I2 ≠ 0 := by positivity
  unfold kinetic frameAngle torsion
  field_simp
  ring

/-- For positive moments, the frame decouples overall rotation and torsion exactly when the
weight of top 2 is its share of the total moment of inertia. -/
theorem decoupled_iff {I1 I2 : ℝ} (h1 : 0 < I1) (h2 : 0 < I2) (a : ℝ) :
    Decoupled I1 I2 a ↔ a = I2 / (I1 + I2) := by
  have hs : I1 + I2 ≠ 0 := by positivity
  constructor
  · rintro ⟨f, g, h⟩
    -- four motions with frame and torsional velocities equal to 0 or 1
    have h11 := h (1 - a) (2 - a)
    have h10 := h 1 1
    have h01 := h (-a) (1 - a)
    have h00 := h 0 0
    rw [show frameAngle a (1 - a) (2 - a) = 1 by unfold frameAngle; ring,
      show torsion (1 - a) (2 - a) = 1 by unfold torsion; ring] at h11
    rw [show frameAngle a 1 1 = 1 by unfold frameAngle; ring,
      show torsion 1 1 = 0 by unfold torsion; ring] at h10
    rw [show frameAngle a (-a) (1 - a) = 0 by unfold frameAngle; ring,
      show torsion (-a) (1 - a) = 1 by unfold torsion; ring] at h01
    rw [show frameAngle a 0 0 = 0 by unfold frameAngle; ring,
      show torsion 0 0 = 0 by unfold torsion; ring] at h00
    unfold kinetic at h11 h10 h01 h00
    -- their mixed difference is the cross coefficient
    rw [eq_div_iff hs]
    linear_combination h10 + h01 - h11 - h00
  · rintro rfl
    exact ⟨fun x => (I1 + I2) / 2 * x ^ 2, fun y => I1 * I2 / (I1 + I2) / 2 * y ^ 2,
      kinetic_separated h1 h2⟩

/-- Turning top 2 by `n` full turns restores the orientation of the frame exactly when `n a`
is an integer. -/
theorem turns_restore_iff (a p1 p2 : ℝ) (n : ℤ) :
    SameOrientation (frameAngle a p1 p2) (frameAngle a p1 (p2 + 2 * π * n)) ↔
      ∃ k : ℤ, (n : ℝ) * a = k := by
  have hp : 2 * π ≠ 0 := by positivity
  constructor
  · rintro ⟨k, hk⟩
    refine ⟨k, mul_left_cancel₀ hp ?_⟩
    unfold frameAngle at hk
    linear_combination hk
  · rintro ⟨k, hk⟩
    exact ⟨k, by unfold frameAngle; linear_combination 2 * π * hk⟩

/-- For positive moments, only the weight `I2 / (I1 + I2)` decouples overall rotation and
torsion, and in a decoupled frame one full turn of top 2 changes the frame orientation. -/
theorem decoupled_frame_not_single_valued {I1 I2 : ℝ} (h1 : 0 < I1) (h2 : 0 < I2) (a : ℝ) :
    (Decoupled I1 I2 a ↔ a = I2 / (I1 + I2)) ∧
      (Decoupled I1 I2 a → ∀ p1 p2 : ℝ,
        ¬ SameOrientation (frameAngle a p1 p2) (frameAngle a p1 (p2 + 2 * π))) := by
  refine ⟨decoupled_iff h1 h2 a, fun hd p1 p2 h => ?_⟩
  have ha := (decoupled_iff h1 h2 a).1 hd
  have hpos : 0 < a := by rw [ha]; positivity
  have hlt : a < 1 := by
    rw [ha, div_lt_one (by positivity)]
    linarith
  obtain ⟨k, hk⟩ := (turns_restore_iff a p1 p2 1).1 (by simpa using h)
  rw [Int.cast_one, one_mul] at hk
  -- no integer lies strictly between 0 and 1
  rw [hk] at hpos hlt
  have hk0 : 0 < k := by exact_mod_cast hpos
  have hk1 : k < 1 := by exact_mod_cast hlt
  omega

/-- For positive moments and a decoupled frame, some nonzero number of full turns of top 2
restores the frame orientation exactly when the ratio of the moments is rational. -/
theorem some_turns_restore_iff {I1 I2 a : ℝ} (h1 : 0 < I1) (h2 : 0 < I2)
    (hd : Decoupled I1 I2 a) (p1 p2 : ℝ) :
    (∃ n : ℤ, n ≠ 0 ∧
      SameOrientation (frameAngle a p1 p2) (frameAngle a p1 (p2 + 2 * π * n))) ↔
      ∃ q : ℚ, I2 / I1 = q := by
  have hs : I1 + I2 ≠ 0 := by positivity
  have ha : a * (I1 + I2) = I2 := (eq_div_iff hs).1 ((decoupled_iff h1 h2 a).1 hd)
  constructor
  · rintro ⟨n, hn, h⟩
    obtain ⟨k, hk⟩ := (turns_restore_iff a p1 p2 n).1 h
    have key : ((n : ℝ) - k) * I2 = k * I1 := by
      linear_combination (I1 + I2) * hk - n * ha
    have hnk : (n : ℝ) - k ≠ 0 := by
      intro h0
      rw [h0, zero_mul] at key
      have hk0 : (k : ℝ) = 0 := (mul_eq_zero.1 key.symm).resolve_right h1.ne'
      have hn0 : (n : ℝ) = 0 := by linarith
      exact hn (by exact_mod_cast hn0)
    refine ⟨(k : ℚ) / ((n : ℚ) - k), ?_⟩
    push_cast
    rw [div_eq_div_iff h1.ne' hnk]
    linear_combination key
  · rintro ⟨q, hq⟩
    have hqr : (0 : ℝ) < q := by rw [← hq]; positivity
    have hq0 : 0 < q := by exact_mod_cast hqr
    have hnum : 0 < q.num := Rat.num_pos.2 hq0
    have hden : (q.den : ℝ) ≠ 0 := Nat.cast_ne_zero.2 q.den_nz
    rw [Rat.cast_def, div_eq_div_iff h1.ne' hden] at hq
    -- numerator plus denominator is a number of turns that works
    refine ⟨q.num + q.den, by omega, (turns_restore_iff a p1 p2 _).2 ⟨q.num, ?_⟩⟩
    apply mul_right_cancel₀ hs
    push_cast
    linear_combination ((q.num : ℝ) + q.den) * ha + hq

/-- For two tops with the same positive moment and a decoupled frame, `n` full turns of top 2
restore the frame orientation exactly when `n` is even. -/
theorem equal_tops_restore_iff_even {J a : ℝ} (hJ : 0 < J) (hd : Decoupled J J a)
    (p1 p2 : ℝ) (n : ℤ) :
    SameOrientation (frameAngle a p1 p2) (frameAngle a p1 (p2 + 2 * π * n)) ↔ Even n := by
  have ha : a = 1 / 2 := by
    rw [(decoupled_iff hJ hJ a).1 hd, div_eq_div_iff (by positivity) (by norm_num)]
    ring
  rw [turns_restore_iff, ha]
  constructor
  · rintro ⟨k, hk⟩
    have hn : (n : ℝ) = k + k := by linarith
    exact ⟨k, by exact_mod_cast hn⟩
  · rintro ⟨k, rfl⟩
    exact ⟨k, by push_cast; ring⟩

end

end InternalRotationFrame
```

```lean
#print axioms InternalRotationFrame.kinetic_expansion
-- 'InternalRotationFrame.kinetic_expansion' depends on axioms: [propext, Classical.choice, Quot.sound]
#print axioms InternalRotationFrame.decoupled_frame_not_single_valued
-- 'InternalRotationFrame.decoupled_frame_not_single_valued' depends on axioms: [propext, Classical.choice, Quot.sound]
#print axioms InternalRotationFrame.some_turns_restore_iff
-- 'InternalRotationFrame.some_turns_restore_iff' depends on axioms: [propext, Classical.choice, Quot.sound]
#print axioms InternalRotationFrame.equal_tops_restore_iff_even
-- 'InternalRotationFrame.equal_tops_restore_iff_even' depends on axioms: [propext, Classical.choice, Quot.sound]
```

### From the algebra to the Lean proofs

`hasDerivAt_frame_torsion` applies the derivative rules for constant multiples, sums and differences. `kinetic_expansion` is the three-term formula for $T$: after the definitions are unfolded, `ring` confirms the identity. `kinetic_separated` does the same at the special weight. It first records that $I_1+I_2$ is not zero, so that `field_simp` can clear the denominators.

In `decoupled_iff`, the forward direction is the mixed difference. The assumed splitting `h` is evaluated at four pairs of top velocities, found from the inverse formulas:

| $(v_1, v_2)$ | $(\dot\chi, \dot\tau)$ | name |
|---|---|---|
| $(1-a,\ 2-a)$ | $(1, 1)$ | `h11` |
| $(1,\ 1)$ | $(1, 0)$ | `h10` |
| $(-a,\ 1-a)$ | $(0, 1)$ | `h01` |
| $(0,\ 0)$ | $(0, 0)$ | `h00` |

The rewriting steps replace the arguments of `f` and `g` by these zeros and ones. Then `linear_combination h10 + h01 - h11 - h00` cancels the unknown function values and leaves $a(I_1+I_2)=I_2$. The energies are computed directly from the top velocities, so `kinetic_expansion` is not called. The reverse direction supplies the two quadratic functions and quotes `kinetic_separated`.

`turns_restore_iff` is the condition $na=k$, for any weight and any integer `n`. One direction cancels the nonzero factor $2\pi$, and the other multiplies by it.

The second part of the main theorem gets the value of `a` from `decoupled_iff` and shows `0 < a` and `a < 1`. It then uses `turns_restore_iff` with `n = 1`: if one turn restored the frame, `a` would equal an integer `k`. The bounds pass from the reals to the integers, and `omega` finds the contradiction $0<k<1$.

In `some_turns_restore_iff`, the equation called `key` is $(n-k)I_2=kI_1$, and `hnk` excludes $n=k$ as above. The rational number supplied is $k/(n-k)$. For the converse, `q.num` and `q.den` are the numerator and denominator of the given ratio. Positive moments make the numerator positive, so `q.num + q.den` is a nonzero number of turns, and $na$ equals the numerator.

`equal_tops_restore_iff_even` first finds $a=\tfrac12$. The condition $n/2=k$ then becomes $n=k+k$, which is how Mathlib defines `Even n`.
